# The semiclassical Rabi transition at $4g^2=\omega w$

## Two levels in a classical field amplitude

Energies and frequencies share one unit ($\hbar=1$). A two-level emitter has bare splitting $w$, a single cavity mode has frequency $\omega$, and $g$ is the strength of the dipole coupling between them. With photon operators $a,a^\dagger$ and Pauli matrices $\sigma_x,\sigma_z$, the quantum Rabi Hamiltonian is $\omega a^\dagger a+\tfrac w2\sigma_z+g(a+a^\dagger)\sigma_x$. The semiclassical model replaces $a$ and $a^\dagger$ by one real number $x$, the amplitude of a coherent state. The field energy becomes $\omega x^2$ and $a+a^\dagger$ becomes $2x$, which is the origin of the factor 2 in
$$H(x)=\omega x^2\,\mathbb 1+\frac w2\,\sigma_z+2gx\,\sigma_x=\begin{pmatrix}\omega x^2+w/2 & 2gx\\ 2gx & \omega x^2-w/2\end{pmatrix}.$$
An imaginary part $y$ of the amplitude would only add $\omega y^2$ to both levels, so for $\omega>0$ real amplitudes suffice in the search for the minimum. This matrix is the starting point and is postulated: no photon operator occurs in the code. The zero-point energy is left out, and the model has no diamagnetic term, no loss, one mode and one emitter.

In Lean 4 with Mathlib:

```lean
import Mathlib

open Matrix

namespace SemiclassicalRabi

noncomputable section
```

Rows and columns are numbered 0 and 1 by `Fin 2`. Index 0 is the state with $\sigma_z=+1$, the upper bare level when $w>0$, and index 1 is the lower one. All four arguments are real numbers, and signs are imposed only in the theorems.

```lean
/-- Two-level Hamiltonian `ω x² + (w/2) σz + 2 g x σx` for a real classical field
amplitude `x`, cavity frequency `ω`, level splitting `w` and coupling `g`. -/
def hamiltonian (ω w g x : ℝ) : Matrix (Fin 2) (Fin 2) ℝ :=
  !![ω * x ^ 2 + w / 2, 2 * g * x; 2 * g * x, ω * x ^ 2 - w / 2]
```

The traceless part of $H(x)$ squares to $\left(w^2/4+4g^2x^2\right)\mathbb 1$, so the levels are $\omega x^2\pm s/2$, separated by the dressed splitting
$$s(x)=\sqrt{w^2+16g^2x^2}.$$

```lean
/-- Field-dressed splitting `√(w² + 16 g² x²)`. -/
def gap (w g x : ℝ) : ℝ := Real.sqrt (w ^ 2 + 16 * g ^ 2 * x ^ 2)
```

The lower level is the function to be minimized,
$$E(x)=\omega x^2-\tfrac12 s(x).$$

```lean
/-- Semiclassical energy `E(x) = ω x² - √(w² + 16 g² x²) / 2`. -/
def energy (ω w g x : ℝ) : ℝ := ω * x ^ 2 - gap w g x / 2
```

A minimizer is an amplitude $x$ with $E(x)\le E(y)$ for every real $y$. These are global minima over the whole real line; local minima and stationary points do not enter. Collecting them in a set lets one equation say that minima exist, where they lie, and that there are no others.

```lean
/-- Field amplitudes at which `E` attains its global minimum over the real line. -/
def minimizers (ω w g : ℝ) : Set ℝ := {x | ∀ y, energy ω w g x ≤ energy ω w g y}
```

The candidate for the displaced amplitude is
$$x^*=\sqrt{\frac{g^2}{\omega^2}-\frac{w^2}{16g^2}}.$$
`Real.sqrt` returns 0 on a negative argument, so `displacement` means something only when the radicand is nonnegative, and the main theorem proves $x^*>0$ wherever it uses $x^*$.

```lean
/-- The amplitude `x* = √(g²/ω² - w²/(16 g²))`. -/
def displacement (ω w g : ℝ) : ℝ := Real.sqrt (g ^ 2 / ω ^ 2 - w ^ 2 / (16 * g ^ 2))
```

The candidate for the energy at that amplitude is
$$E^*=-\frac{g^2}{\omega}-\frac{\omega w^2}{16g^2}.$$

```lean
/-- The energy `E* = -g²/ω - ω w²/(16 g²)`. -/
def displacedEnergy (ω w g : ℝ) : ℝ := -g ^ 2 / ω - ω * w ^ 2 / (16 * g ^ 2)
```

## $E(x)$ is the lowest level of $H(x)$

The one property of the square root that the algebra needs repeatedly is $s^2=w^2+16g^2x^2$, valid because the radicand is a sum of squares.

```lean
/-- The square of the dressed splitting is `w² + 16 g² x²`. -/
theorem gap_sq (w g x : ℝ) : gap w g x ^ 2 = w ^ 2 + 16 * g ^ 2 * x ^ 2 :=
  Real.sq_sqrt (by positivity)
```

Let $w>0$ and take $v=(-4gx,\;w+s)$. Its component 1 is positive, so $v\ne0$. Row 0 of $H(x)v$ is
$$\left(\omega x^2+\tfrac w2\right)(-4gx)+2gx(w+s)=-4gx\left(\omega x^2-\tfrac s2\right)=E\,v_0 .$$
Row 1 minus $E\,v_1$ is
$$-8g^2x^2+\tfrac12(s-w)(s+w)=\tfrac12\left(s^2-w^2-16g^2x^2\right)=0 .$$
The code keeps $v$ unnormalised. Its squared length is $16g^2x^2+(w+s)^2=2s(s+w)$, so the normalised state is $v/\sqrt{2s(s+w)}$, with populations $(s-w)/2s$ in level 0 and $(s+w)/2s$ in level 1.

To see that no state lies lower, take any real spinor $\psi=(\psi_0,\psi_1)$ and form the excess
$$D=\psi\cdot H\psi-E\,\psi\cdot\psi=\frac{w+s}2\psi_0^2+4gx\,\psi_0\psi_1+\frac{s-w}2\psi_1^2 .$$
Multiplying by $s+w$ and replacing $s^2-w^2$ by $16g^2x^2$ gives
$$(s+w)\,D=\tfrac12\left[(w+s)\psi_0+4gx\,\psi_1\right]^2\ge0,$$
and $s+w>0$, so $D\ge0$.

`energy_lowest_level` states these three points for $w>0$ and arbitrary real $\omega,g,x$, with `*ᵥ` the matrix–vector product and `⬝ᵥ` the dot product. The bound is written without dividing by $\psi\cdot\psi$, so it includes $\psi=0$, and it ranges over real spinors only. For a complex spinor $a+ib$ with $a,b$ real, both the expectation value and the squared norm split into the sum of the terms for $a$ and for $b$, because $H(x)$ is real and symmetric, so the bound carries over; this last step is not formalised. In the proof `congrFun h 1` reads off component 1, and `fin_cases i` separates the two rows, which `simp` expands and `linarith` closes with `hs` available. The perfect square is `key`: its two sides differ by $\psi_1^2/2$ times $s^2-w^2-16g^2x^2$, the multiplier handed to `linear_combination`. The division by $s+w$ is `le_of_mul_le_mul_left`.

```lean
/-- For `w > 0`, `E(x)` is an eigenvalue of the Hamiltonian with an explicit nonzero eigenvector,
and `E(x) (ψ · ψ) ≤ ψ · H ψ` holds for every real spinor `ψ`. -/
theorem energy_lowest_level (ω w g x : ℝ) (hw : 0 < w) :
    (![-(4 * g * x), w + gap w g x] : Fin 2 → ℝ) ≠ 0 ∧
    hamiltonian ω w g x *ᵥ ![-(4 * g * x), w + gap w g x]
      = energy ω w g x • ![-(4 * g * x), w + gap w g x] ∧
    ∀ ψ : Fin 2 → ℝ, energy ω w g x * (ψ ⬝ᵥ ψ) ≤ ψ ⬝ᵥ hamiltonian ω w g x *ᵥ ψ := by
  have hs := gap_sq w g x
  have h0 : 0 ≤ gap w g x := Real.sqrt_nonneg _
  refine ⟨fun h => ?_, ?_, fun ψ => ?_⟩
  · have h1 : w + gap w g x = 0 := congrFun h 1
    linarith
  · ext i
    fin_cases i
    · simp [hamiltonian, energy, Matrix.mulVec, dotProduct, Fin.sum_univ_succ]
      linarith
    · simp [hamiltonian, energy, Matrix.mulVec, dotProduct, Fin.sum_univ_succ]
      linarith
  · -- the excess energy times `s + w` is a perfect square
    have key : (gap w g x + w) * ((w + gap w g x) / 2 * ψ 0 ^ 2 + 4 * g * x * ψ 0 * ψ 1
        + (gap w g x - w) / 2 * ψ 1 ^ 2)
        = ((w + gap w g x) * ψ 0 + 4 * g * x * ψ 1) ^ 2 / 2 := by
      linear_combination (ψ 1 ^ 2 / 2) * hs
    have hpos : 0 < gap w g x + w := by linarith
    have hex : 0 ≤ (w + gap w g x) / 2 * ψ 0 ^ 2 + 4 * g * x * ψ 0 * ψ 1
        + (gap w g x - w) / 2 * ψ 1 ^ 2 := by
      apply le_of_mul_le_mul_left _ hpos
      rw [key, mul_zero]
      positivity
    simp [hamiltonian, energy, Matrix.mulVec, dotProduct, Fin.sum_univ_two]
    linarith
```

This theorem is the link between the matrix and the function. The remaining theorems concern `energy`, `gap` and `minimizers` and do not mention `hamiltonian`, and the joint minimization over $x$ and $\psi$ is not stated as a theorem of its own.

## The energy is a parabola in the dressed splitting

For $g\neq0$ the amplitude can be eliminated through $x^2=(s^2-w^2)/16g^2$:
$$E=\frac{\omega}{16g^2}\left(s^2-w^2\right)-\frac s2=\frac{\omega}{16g^2}\left(s-\frac{4g^2}{\omega}\right)^2-\frac{g^2}{\omega}-\frac{\omega w^2}{16g^2}.$$
The cross term of the square is $-s/2$, and its constant term $g^2/\omega$ is cancelled by the first part of $E^*$. For $\omega>0$ the parabola opens upward with vertex $E^*$ at $s=4g^2/\omega$. Since $s$ runs over the values from $w$ upward when $w>0$, the question is whether the vertex lies in that range, that is, whether $4g^2/\omega\ge w$. The threshold $4g^2=\omega w$ is the coupling at which it enters. The identity itself needs only $\omega\ne0$ and $g\neq0$. In the code `hx` is the elimination of $x^2$, and `field_simp` with `ring` clears denominators and compares polynomials.

```lean
/-- In terms of the dressed splitting `s`, the energy is the parabola
`ω/(16 g²) (s - 4g²/ω)² + E*`. -/
theorem energy_complete_square (ω w g x : ℝ) (hω : ω ≠ 0) (hg : g ≠ 0) :
    energy ω w g x
      = ω / (16 * g ^ 2) * (gap w g x - 4 * g ^ 2 / ω) ^ 2 + displacedEnergy ω w g := by
  have hx : x ^ 2 = (gap w g x ^ 2 - w ^ 2) / (16 * g ^ 2) := by
    rw [gap_sq]
    field_simp
    ring
  unfold energy displacedEnergy
  rw [hx]
  field_simp
  ring
```

## Weak coupling: zero field is strictly lowest

At $x=0$ the splitting is $\sqrt{w^2}=w$ for $w>0$, and $E(0)=-w/2$ is the bare lower level.

```lean
/-- At zero field the energy is `-w/2`. -/
theorem energy_zero (ω w g : ℝ) (hw : 0 < w) : energy ω w g 0 = -w / 2 := by
  have h : gap w g 0 = w := by
    unfold gap
    rw [show w ^ 2 + 16 * g ^ 2 * (0 : ℝ) ^ 2 = w ^ 2 by ring, Real.sqrt_sq hw.le]
  unfold energy
  rw [h]
  ring
```

Let $\omega,w>0$, $4g^2\le\omega w$ and $x\ne0$. The inequality $E(0)<E(x)$ reads $s<w+2\omega x^2$. The right side is positive, so it suffices to compare squares:
$$\left(w+2\omega x^2\right)^2=w^2+4\omega w\,x^2+4\omega^2x^4\ge w^2+16g^2x^2+4\omega^2x^4>s^2 .$$
The strictness comes from the quartic term alone, so the argument still works exactly at threshold, where the quadratic terms are equal. `Real.sqrt_lt'` performs the squaring, `h1` is the comparison of the quadratic terms, `h2` is the positivity of the quartic one, and `nlinarith` adds them. No condition on $g$ beyond $4g^2\le\omega w$ is used.

```lean
/-- For `4 g² ≤ ω w` every nonzero amplitude has strictly higher energy than zero field. -/
theorem energy_zero_lt (ω w g x : ℝ) (hω : 0 < ω) (hw : 0 < w) (h : 4 * g ^ 2 ≤ ω * w)
    (hx : x ≠ 0) : energy ω w g 0 < energy ω w g x := by
  have hx2 : 0 < x ^ 2 := by positivity
  -- squaring shows `s < w + 2 ω x²`
  have hs : gap w g x < w + 2 * ω * x ^ 2 := by
    unfold gap
    rw [Real.sqrt_lt' (by positivity)]
    have h1 : 4 * g ^ 2 * x ^ 2 ≤ ω * w * x ^ 2 := mul_le_mul_of_nonneg_right h hx2.le
    have h2 : 0 < (ω * x ^ 2) ^ 2 := by positivity
    nlinarith
  rw [energy_zero ω w g hw]
  unfold energy
  linarith
```

## Where the splitting reaches $4g^2/\omega$

Let $\omega>0$ and $g\ne0$. If $s=4g^2/\omega$, squaring gives $w^2+16g^2x^2=16g^4/\omega^2$, and division by $16g^2$ gives
$$x^2=\frac{g^2}{\omega^2}-\frac{w^2}{16g^2}.$$
Conversely, this value of $x^2$ makes the radicand equal to $(4g^2/\omega)^2$, whose root is $4g^2/\omega$ because that number is positive. The identity for the radicand is `hR` and serves both directions; `mul_left_cancel₀` is the division by $16g^2$.

```lean
/-- The dressed splitting equals `4 g²/ω` exactly when `x² = g²/ω² - w²/(16 g²)`. -/
theorem gap_eq_iff (ω w g x : ℝ) (hω : 0 < ω) (hg : g ≠ 0) :
    gap w g x = 4 * g ^ 2 / ω ↔ x ^ 2 = g ^ 2 / ω ^ 2 - w ^ 2 / (16 * g ^ 2) := by
  have hR : w ^ 2 + 16 * g ^ 2 * (g ^ 2 / ω ^ 2 - w ^ 2 / (16 * g ^ 2))
      = (4 * g ^ 2 / ω) ^ 2 := by
    field_simp
    ring
  constructor
  · intro h
    have hs := gap_sq w g x
    rw [h] at hs
    apply mul_left_cancel₀ (show (16 * g ^ 2 : ℝ) ≠ 0 by positivity)
    linarith
  · intro h
    unfold gap
    rw [h, hR, Real.sqrt_sq (by positivity)]
```

## One minimizer up to threshold, two above

The hypotheses are $\omega>0$, so that building up a field costs energy, $w>0$, so that level 1 is the bare ground state, and $g\ne0$, which allows either sign of the coupling. `rabi_transition` says: if $4g^2\le\omega w$, the set of minimizers is $\{0\}$; if $\omega w<4g^2$, then $x^*>0$, the set is $\{x^*,-x^*\}$, and every minimizer has energy $E^*$. The two cases exhaust all parameter values, and $x^*>0$ makes the two points distinct and nonzero.

In the first case a minimizer $x\neq0$ would satisfy $E(x)\le E(0)$, against the strict inequality just proved, and $0$ is a minimizer because $E(0)\le E(y)$ both for $y=0$ and for $y\ne0$. These are the two branches after `constructor`.

In the second case, $0<\omega w<4g^2$ squares to $\omega^2w^2<16g^4$, so
$$\frac{g^2}{\omega^2}-\frac{w^2}{16g^2}=\frac{16g^4-\omega^2w^2}{16g^2\omega^2}>0 .$$
This is `hR`, and `hd` records that $x^{*2}$ equals the radicand. The parabola form with $\omega/16g^2>0$ gives $E^*\le E(y)$ for all $y$, which is `hlow`. Equality holds exactly when the square vanishes, hence when $s(y)=4g^2/\omega$, hence when $y^2=x^{*2}$; this chain is `heq`. In particular $E(x^*)=E^*$, so a minimizer obeys $E^*\le E(x)\le E(x^*)=E^*$, and any point with energy $E^*$ has energy no higher than any other point by `hlow`; `hmin` holds both directions. Finally `sq_eq_sq_iff_eq_or_eq_neg` turns $x^2=x^{*2}$ into $x=\pm x^*$.

```lean
/-- Semiclassical Rabi transition: for `4 g² ≤ ω w` zero is the only minimizer of `E`; for
`ω w < 4 g²` the minimizers are exactly `± x*` with `x* > 0`, and their energy is `E*`. -/
theorem rabi_transition (ω w g : ℝ) (hω : 0 < ω) (hw : 0 < w) (hg : g ≠ 0) :
    (4 * g ^ 2 ≤ ω * w → minimizers ω w g = {0}) ∧
    (ω * w < 4 * g ^ 2 → 0 < displacement ω w g ∧
      minimizers ω w g = {displacement ω w g, -displacement ω w g} ∧
      ∀ x ∈ minimizers ω w g, energy ω w g x = displacedEnergy ω w g) := by
  refine ⟨fun h => ?_, fun h => ?_⟩
  · ext x
    change (∀ y, energy ω w g x ≤ energy ω w g y) ↔ x = 0
    constructor
    · intro hx
      by_contra hne
      exact absurd (hx 0) (not_le_of_gt (energy_zero_lt ω w g x hω hw h hne))
    · rintro rfl y
      by_cases hy : y = 0
      · rw [hy]
      · exact (energy_zero_lt ω w g y hω hw h hy).le
  · -- above threshold the radicand of `x*` is positive
    have hR : 0 < g ^ 2 / ω ^ 2 - w ^ 2 / (16 * g ^ 2) := by
      rw [sub_pos, div_lt_div_iff₀ (by positivity) (by positivity)]
      have h0 : 0 < ω * w := mul_pos hω hw
      nlinarith
    have hd : displacement ω w g ^ 2 = g ^ 2 / ω ^ 2 - w ^ 2 / (16 * g ^ 2) :=
      Real.sq_sqrt hR.le
    have hc : 0 < ω / (16 * g ^ 2) := by positivity
    have hlow : ∀ y, displacedEnergy ω w g ≤ energy ω w g y := fun y => by
      rw [energy_complete_square ω w g y hω.ne' hg]
      have := mul_nonneg hc.le (sq_nonneg (gap w g y - 4 * g ^ 2 / ω))
      linarith
    -- the bound is reached exactly where the square vanishes
    have heq : ∀ y, energy ω w g y = displacedEnergy ω w g ↔
        y ^ 2 = displacement ω w g ^ 2 := fun y => by
      rw [hd, ← gap_eq_iff ω w g y hω hg, energy_complete_square ω w g y hω.ne' hg]
      constructor
      · intro h1
        have h2 : ω / (16 * g ^ 2) * (gap w g y - 4 * g ^ 2 / ω) ^ 2 = 0 := by linarith
        have h3 := (mul_eq_zero.mp h2).resolve_left hc.ne'
        exact sub_eq_zero.mp ((pow_eq_zero_iff two_ne_zero).mp h3)
      · intro h1
        rw [h1]
        ring
    have hmin : ∀ x, x ∈ minimizers ω w g ↔ energy ω w g x = displacedEnergy ω w g :=
      fun x => ⟨fun hx => le_antisymm ((hx _).trans_eq ((heq _).mpr rfl)) (hlow x),
        fun hx y => hx.trans_le (hlow y)⟩
    refine ⟨Real.sqrt_pos.mpr hR, ?_, fun x hx => (hmin x).mp hx⟩
    ext x
    rw [hmin, heq, sq_eq_sq_iff_eq_or_eq_neg]
    simp
```

The word transition refers here to a bifurcation of the minima of a function of one real variable. The spectrum and ground state of the Rabi Hamiltonian with a quantized mode are a different problem, which these theorems do not treat. A variational link exists but is not formalised: $E(x)$ is the expectation value of that Hamiltonian in a coherent state of amplitude $x$ times the lower spinor of $H(x)$, so it is an upper bound on the quantum ground-state energy. Mean-field simulations of cavity-coupled molecules can use the same form of state, a matter state times a coherent photon state, but with many more matter states and usually with a dipole self-energy, so the threshold does not carry over to them as it stands. In the present one-mode, two-level model the undisplaced field stops being the energy minimum once $4g^2>\omega w$, although $E$ is even and smooth and so remains stationary at $x=0$, where a gradient search started exactly would stay.

## The criterion for zero field and the energy gained

The two cases combine into an equivalence: zero is a minimizer if and only if $4g^2\le\omega w$. If the inequality failed, $0$ would have to equal $x^*$ or $-x^*$, and both contradict $x^*>0$; these are the two cases of `rcases`. The other direction reads off membership in $\{0\}$.

```lean
/-- Zero field minimizes the energy if and only if `4 g² ≤ ω w`. -/
theorem zero_mem_minimizers_iff (ω w g : ℝ) (hω : 0 < ω) (hw : 0 < w) (hg : g ≠ 0) :
    0 ∈ minimizers ω w g ↔ 4 * g ^ 2 ≤ ω * w := by
  obtain ⟨h1, h2⟩ := rabi_transition ω w g hω hw hg
  constructor
  · intro h0
    by_contra hlt
    obtain ⟨hpos, hset, -⟩ := h2 (not_le.mp hlt)
    rw [hset] at h0
    simp only [Set.mem_insert_iff, Set.mem_singleton_iff] at h0
    rcases h0 with h0 | h0 <;> linarith
  · intro h
    rw [h1 h]
    rfl
```

Over the common denominator $16g^2\omega$,
$$E(0)-E^*=-\frac w2+\frac{g^2}\omega+\frac{\omega w^2}{16g^2}=\frac{-8g^2\omega w+16g^4+\omega^2w^2}{16g^2\omega}=\frac{\left(4g^2-\omega w\right)^2}{16g^2\omega}.$$
`energy_gain` proves this for $\omega\ne0$, $w>0$, $g\ne0$, with no condition relating them. It is an energy gained by displacing the field only above threshold and for $\omega>0$, where $E^*$ is the minimum. For $4g^2<\omega w$ the same expression is the distance from the true minimum $E(0)$ down to a vertex that no real amplitude reaches.

```lean
/-- For `ω ≠ 0`, `w > 0` and `g ≠ 0`, the difference `E(0) - E*` equals `(4 g² - ω w)² / (16 g² ω)`.
-/
theorem energy_gain (ω w g : ℝ) (hω : ω ≠ 0) (hw : 0 < w) (hg : g ≠ 0) :
    energy ω w g 0 - displacedEnergy ω w g = (4 * g ^ 2 - ω * w) ^ 2 / (16 * g ^ 2 * ω) := by
  rw [energy_zero ω w g hw]
  unfold displacedEnergy
  field_simp
  ring

end

end SemiclassicalRabi
```

```lean
#print axioms SemiclassicalRabi.energy_lowest_level
#print axioms SemiclassicalRabi.rabi_transition
#print axioms SemiclassicalRabi.zero_mem_minimizers_iff
#print axioms SemiclassicalRabi.energy_gain
```

```
'SemiclassicalRabi.energy_lowest_level' depends on axioms: [propext, Classical.choice, Quot.sound]
'SemiclassicalRabi.rabi_transition' depends on axioms: [propext, Classical.choice, Quot.sound]
'SemiclassicalRabi.zero_mem_minimizers_iff' depends on axioms: [propext, Classical.choice, Quot.sound]
'SemiclassicalRabi.energy_gain' depends on axioms: [propext, Classical.choice, Quot.sound]
```

## Threshold, resonance and vanishing splitting

The cases below and the counter-examples after them come from substituting into the formulas and are not among the compiled theorems. At $4g^2=\omega w$ the radicand of $x^*$ vanishes and $E^*=-w/4-w/4=-w/2=E(0)$, so the two branches join. Factoring,
$$x^{*2}=\frac{(4g^2-\omega w)(4g^2+\omega w)}{16g^2\omega^2},$$
shows $x^*$ growing as the square root of $4g^2-\omega w$ just above threshold, while the energy gain grows as $(4g^2-\omega w)^2$.

On resonance with $\omega=w=1$ the threshold is $|g|=1/2$. For $g=1$ one finds $x^*=\sqrt{15}/4$, $s=4$, $E^*=-17/16$ and a gain of $9/16$. The normalised spinors at $\pm x^*$ are $(\mp\sqrt{15},\,5)/\sqrt{40}$, with populations $3/8$ and $5/8$. As $w\to0$ at fixed $\omega$ and $g$, any nonzero coupling ends up above threshold, $x^*\to|g|/\omega$ and $E^*\to-g^2/\omega$, the values for an oscillator displaced by a constant force.

## Zero cavity frequency, negative splitting, zero coupling

With $\omega=0$, $w=g=1$ the condition $\omega w<4g^2$ holds, but $E(x)=-\tfrac12\sqrt{1+16x^2}$ decreases without bound as $|x|$ grows, and there is no minimizer at all.

With $w=-1$, $\omega=1$, $g=1/4$ the condition $\omega w<4g^2$ again holds. Since $E$ depends on $w$ only through $w^2$, it is the same function as for $w=1$, where $4g^2=1/4\le1$ and zero is the only minimizer. The predicted pair is absent, and its radicand $1/16-1$ is negative. For either sign of $w$ the comparison has to be made with $\omega|w|$. In this example the vector $v$ also degenerates, since $w+s=0$ at $x=0$.

The condition $g\ne0$ behaves differently. The parabola form and the gain formula divide by $g^2$ and need it. The statement about minimizers survives at $g=0$: there $E=\omega x^2-w/2$, the first case applies, and zero is the only minimizer.
